# The 2n scalars vᵀAᵏv fix a symmetric tensor and a vector up to an orthogonal map when v, Av, …, Aⁿ⁻¹v are independent

An atom in a liquid has neighbours on all sides, and a machine-learned potential has to turn their arrangement into an energy that does not change when the whole sample is rotated. Suppose the arrangement has been condensed into a vector v, such as the sum of the neighbour displacements r, and a symmetric second-rank tensor A, such as the sum of the products r rᵀ. A rotation changes the components of both, but not the scalars

v·v, v·Av, v·A²v, …

These can safely be given to the model as descriptors. Do they also fix the pair up to a rotation or reflection, and how many of them are needed?

In n dimensions the first 2n scalars are enough, provided that v, Av, …, Aⁿ⁻¹v are linearly independent. For n = 3 there are six. For a potential that sees an atom's surroundings only through one such tensor and one such vector, any energy unchanged by rotations and reflections is a function of these six numbers wherever v, Av and A²v are independent. The step from the atoms to the pair (A, v) is not part of the result: two different arrangements of neighbours can have the same A and the same v, and no function of the pair can separate them.

## The pair and its scalars

Let A and B be real n by n matrices, and v and w real vectors with n components. The pair (A, v) is the first environment and (B, w) the second. Q is a real n by n matrix that may relate them. Indices run from 0 to n − 1, as in `Fin n`.

```lean
import Mathlib

open Matrix

namespace TensorVectorInvariants

noncomputable section

variable {n : ℕ} {A B Q : Matrix (Fin n) (Fin n) ℝ} {v w : Fin n → ℝ}
```

The descriptor of order k is

μₖ = v·Aᵏv.

In Lean it is `moment A v k`, where `*ᵥ` applies a matrix to a vector and `⬝ᵥ` is the scalar product. The word is meant as in the moments of a distribution; it is not a multipole moment. The vector is not normalised, so μ₀ = |v|², and for v ≠ 0 the average of Aᵏ in the direction of v is μₖ/μ₀.

```lean
/-- The scalar descriptor `vᵀ Aᵏ v` of an environment described by a second-rank tensor `A`
and a vector `v`. -/
def moment (A : Matrix (Fin n) (Fin n) ℝ) (v : Fin n → ℝ) (k : ℕ) : ℝ :=
  v ⬝ᵥ (A ^ k *ᵥ v)
```

Collect the vectors Aᵏv as the columns of a square matrix K, so that

Kᵢₖ = (Aᵏv)ᵢ, with i, k = 0, …, n − 1.

This is `krylov A v`. The corresponding matrix for the second environment, with columns Bᵏw, will be called L.

```lean
/-- The Krylov matrix, whose columns are `v, A v, ..., Aⁿ⁻¹ v`. -/
def krylov (A : Matrix (Fin n) (Fin n) ℝ) (v : Fin n → ℝ) : Matrix (Fin n) (Fin n) ℝ :=
  Matrix.of fun i k => (A ^ (k : ℕ) *ᵥ v) i
```

The condition on the first environment is that these n columns are linearly independent. Its name, `Generates`, says that v and repeated action of A generate the whole space; v is then often called a cyclic vector.

```lean
/-- The vectors `v, A v, ..., Aⁿ⁻¹ v` are linearly independent. -/
def Generates (A : Matrix (Fin n) (Fin n) ℝ) (v : Fin n → ℝ) : Prop :=
  LinearIndependent ℝ (fun k : Fin n => A ^ (k : ℕ) *ᵥ v)
```

The physical content shows in the principal axes of a symmetric A. If v has components cₐ along orthonormal eigenvectors with eigenvalues λₐ, then up to sign

det K = (product of all cₐ) × (product of λ_b − λₐ over all pairs a < b).

The condition therefore says that the principal values are all different and that v is perpendicular to no principal axis. It excludes every site at which a reflection, a rotation or an inversion maps the neighbours onto themselves: such an operation leaves A and v unchanged, and under the condition only the identity does. A single mirror plane through the atom is enough, as in a planar molecule. This reading is a gloss on the definition, and the Lean proofs make no use of it.

Two environments count as the same up to orientation if some Q satisfies

QᵀQ = 1, Qv = w, QAQᵀ = B.

`Carries Q A B v w` is the conjunction of these three equations. Reflections are allowed, since nothing fixes the sign of det Q.

```lean
/-- The matrix `Q` is orthogonal and carries the environment `(A, v)` to `(B, w)`:
the vector transforms as `Q v = w` and the tensor as `Q A Qᵀ = B`. -/
def Carries (Q A B : Matrix (Fin n) (Fin n) ℝ) (v w : Fin n → ℝ) : Prop :=
  Qᵀ * Q = 1 ∧ Q *ᵥ v = w ∧ Q * A * Qᵀ = B
```

## From independent vectors to an inverse matrix

A square matrix has linearly independent columns exactly when it is invertible. Applied to K, this turns the condition on the vectors Aᵏv into a matrix P with KP = 1 and PK = 1.

```lean
/-- The vectors `v, A v, ..., Aⁿ⁻¹ v` are linearly independent exactly when the Krylov matrix
is invertible. -/
theorem generates_iff_isUnit : Generates A v ↔ IsUnit (krylov A v) :=
  Matrix.linearIndependent_cols_iff_isUnit (A := krylov A v)
```

The whole proof is one Mathlib lemma, `Matrix.linearIndependent_cols_iff_isUnit`, which relates the columns of a square matrix to `IsUnit`, invertibility in the ring of matrices. `Generates` never mentions a matrix of columns, yet no conversion is needed: column k of `krylov A v` is by definition the vector `A ^ (k : ℕ) *ᵥ v`, and Lean sees this by unfolding. The argument `(A := krylov A v)` tells the lemma which matrix is meant; the `A` on its left is the lemma's own variable and not the tensor. The main argument uses both products of K and P: KP = 1 gives orthogonality and uniqueness, while PK = 1 shows that the constructed Q sends K to L.

## Scalar products of the Krylov vectors

For symmetric A, a power of A can be moved from one side of a scalar product to the other. Hence

(KᵀAᵐK)ᵢⱼ = (Aⁱv)·(AᵐAʲv) = v·Aⁱ⁺ᵐ⁺ʲv = μᵢ₊ₘ₊ⱼ.

With m = 0 these are the overlaps of the Krylov vectors, and with m = 1 the elements of the tensor between them. In the proof, `hs` moves the power Aⁱ across the scalar product, which is where `hA : A.IsSymm` enters, and `pow_add` splits the power Aⁱ⁺ᵐ⁺ʲ on the other side into the same product.

```lean
/-- For a symmetric tensor, the matrix elements of `Aᵐ` between Krylov vectors are
the scalar descriptors of order `i + m + j`. -/
theorem krylov_gram (hA : A.IsSymm) (v : Fin n → ℝ) (m : ℕ) :
    (krylov A v)ᵀ * (A ^ m * krylov A v) =
      Matrix.of fun i j : Fin n => moment A v (i + m + j) := by
  ext i j
  -- a power of a symmetric matrix can be moved across the scalar product
  have hs : ∀ x : Fin n → ℝ,
      (A ^ (i : ℕ) *ᵥ v) ⬝ᵥ x = v ⬝ᵥ (A ^ (i : ℕ) *ᵥ x) := by
    intro x
    rw [Matrix.dotProduct_mulVec v, ← Matrix.mulVec_transpose, Matrix.transpose_pow, hA.eq]
  change (A ^ (i : ℕ) *ᵥ v) ⬝ᵥ (A ^ m *ᵥ (A ^ (j : ℕ) *ᵥ v)) =
    v ⬝ᵥ (A ^ ((i : ℕ) + m + j) *ᵥ v)
  rw [hs]
  simp only [Matrix.mulVec_mulVec, pow_add, Matrix.mul_assoc]
```

## Orthogonal maps preserve every order

Suppose Q carries (A, v) to (B, w). Then

BQ = QAQᵀQ = QA.

Starting from w = Qv, induction gives Bᵏw = QAᵏv, because

Bᵏ⁺¹w = B(QAᵏv) = QA(Aᵏv) = QAᵏ⁺¹v.

The Lean proof has the same two parts, with `hBQ` as the exchange relation.

```lean
/-- An orthogonal map that carries `(A, v)` to `(B, w)` also carries each vector `Aᵏ v`
to `Bᵏ w`. -/
theorem Carries.pow_mulVec (h : Carries Q A B v w) (k : ℕ) :
    B ^ k *ᵥ w = Q *ᵥ (A ^ k *ᵥ v) := by
  obtain ⟨hQ, hv, hB⟩ := h
  have hBQ : B * Q = Q * A := by
    rw [← hB, Matrix.mul_assoc, hQ, Matrix.mul_one]
  induction k with
  | zero => simp [hv]
  | succ k ih =>
    calc B ^ (k + 1) *ᵥ w = B *ᵥ (B ^ k *ᵥ w) := by
          rw [pow_succ', Matrix.mulVec_mulVec]
      _ = (B * Q) *ᵥ (A ^ k *ᵥ v) := by
          rw [ih]
          simp only [Matrix.mulVec_mulVec, Matrix.mul_assoc]
      _ = Q *ᵥ (A ^ (k + 1) *ᵥ v) := by
          rw [hBQ]
          simp only [pow_succ', Matrix.mulVec_mulVec, Matrix.mul_assoc]
```

The scalars therefore agree:

w·Bᵏw = (Qv)·(QAᵏv) = v·QᵀQAᵏv = v·Aᵏv.

This holds for every k and needs neither symmetry of the tensors nor independence of the vectors.

```lean
/-- The scalar descriptors of every order are unchanged when an orthogonal map carries one
environment to another. -/
theorem Carries.moment_eq (h : Carries Q A B v w) (k : ℕ) :
    moment A v k = moment B w k := by
  symm
  rw [moment, moment, h.pow_mulVec k, ← h.2.1, Matrix.dotProduct_mulVec (Q *ᵥ v) Q,
    ← Matrix.mulVec_transpose, Matrix.mulVec_mulVec, h.1, Matrix.one_mulVec]
```

## Building the orthogonal map when 2n scalars agree

Now let A and B be symmetric, let v, Av, …, Aⁿ⁻¹v be independent, and let the scalars of the two environments agree for k = 0, …, 2n − 1. For m = 0 or 1, the order i + m + j is at most

(n − 1) + 1 + (n − 1) = 2n − 1,

so the formula for the scalar products gives

KᵀK = LᵀL and KᵀAK = LᵀBL.

Define Q = LP, where P is the inverse of K. For m = 0 and m = 1,

QᵀBᵐQ = PᵀLᵀBᵐLP = PᵀKᵀAᵐKP = (KP)ᵀAᵐ(KP) = Aᵐ.

The case m = 0 is QᵀQ = 1. Since Q is square, QQᵀ = 1 as well. The case m = 1 is QᵀBQ = A, and so

QAQᵀ = QQᵀBQQᵀ = B.

Moreover QK = LPK = L. For n ≥ 1 the column with index 0 in this equation reads Qv = w; for n = 0 there is nothing to show.

If R is any other solution, the previous part gives RAᵏv = Bᵏw for every k, hence RK = L, and

R = RKP = LP = Q.

In the theorem, `∃!` means that exactly one such matrix exists. No independence is assumed for the second environment. In the proof, `hG` is the pair of equations for K and L, with `omega` checking the bound on the order. `hconj` is the calculation of QᵀBᵐQ, and `mul_eq_one_comm` turns QᵀQ = 1 into QQᵀ = 1. The last bullet is the argument for R.

```lean
/-- Let `A` and `B` be symmetric and `v, A v, ..., Aⁿ⁻¹ v` linearly independent. If the
descriptors of orders `0` to `2n - 1` agree, exactly one orthogonal `Q` satisfies
`Q v = w` and `Q A Qᵀ = B`. -/
theorem existsUnique_carries (hA : A.IsSymm) (hB : B.IsSymm) (hv : Generates A v)
    (h : ∀ k < 2 * n, moment A v k = moment B w k) :
    ∃! Q : Matrix (Fin n) (Fin n) ℝ, Carries Q A B v w := by
  obtain ⟨P, hKP, hPK⟩ := isUnit_iff_exists.mp (generates_iff_isUnit.mp hv)
  -- the two Krylov bases have the same overlaps and the same tensor elements
  have hG : ∀ m ≤ 1, (krylov A v)ᵀ * (A ^ m * krylov A v) =
      (krylov B w)ᵀ * (B ^ m * krylov B w) := by
    intro m hm
    rw [krylov_gram hA, krylov_gram hB]
    ext i j
    have hi := i.isLt
    have hj := j.isLt
    exact h ((i : ℕ) + m + j) (by omega)
  -- the candidate maps one Krylov basis to the other
  obtain ⟨Q, hQdef⟩ : ∃ Q, Q = krylov B w * P := ⟨_, rfl⟩
  have hconj : ∀ m ≤ 1, Qᵀ * (B ^ m * Q) = A ^ m := by
    intro m hm
    calc Qᵀ * (B ^ m * Q) = Pᵀ * ((krylov B w)ᵀ * (B ^ m * krylov B w)) * P := by
          rw [hQdef]
          simp only [Matrix.transpose_mul, Matrix.mul_assoc]
      _ = (krylov A v * P)ᵀ * (A ^ m * (krylov A v * P)) := by
          rw [← hG m hm]
          simp only [Matrix.transpose_mul, Matrix.mul_assoc]
      _ = A ^ m := by
          rw [hKP, Matrix.transpose_one, Matrix.one_mul, Matrix.mul_one]
  have hQ : Qᵀ * Q = 1 := by simpa using hconj 0 (by norm_num)
  have hQ' : Q * Qᵀ = 1 := mul_eq_one_comm.mp hQ
  have hQA : Qᵀ * (B * Q) = A := by simpa using hconj 1 le_rfl
  have hQK : Q * krylov A v = krylov B w := by
    rw [hQdef, Matrix.mul_assoc, hPK, Matrix.mul_one]
  refine ⟨Q, ⟨hQ, ?_, ?_⟩, ?_⟩
  · -- the first Krylov column is the vector itself
    ext i
    have h0 : (Q *ᵥ (A ^ 0 *ᵥ v)) i = (B ^ 0 *ᵥ w) i :=
      congrFun (congrFun hQK i) ⟨0, Nat.lt_of_le_of_lt (Nat.zero_le _) i.isLt⟩
    simpa using h0
  · calc Q * A * Qᵀ = Q * (Qᵀ * (B * Q)) * Qᵀ := by rw [hQA]
      _ = (Q * Qᵀ) * B * (Q * Qᵀ) := by simp only [Matrix.mul_assoc]
      _ = B := by rw [hQ', Matrix.one_mul, Matrix.mul_one]
  · -- any other solution acts in the same way on the Krylov basis
    intro R hR
    have hRK : R * krylov A v = krylov B w := by
      ext i k
      exact (congrFun (Carries.pow_mulVec hR (k : ℕ)) i).symm
    rw [hQdef, ← hRK, Matrix.mul_assoc, hKP, Matrix.mul_one]
```

Combined with the invariance of the scalars, this gives an equivalence: under the same symmetry and independence hypotheses, the 2n scalars agree if and only if an orthogonal map carries one environment to the other.

```lean
/-- For symmetric `A` and `B` with `v, A v, ..., Aⁿ⁻¹ v` linearly independent, the first `2n`
descriptors agree exactly when an orthogonal map carries `(A, v)` to `(B, w)`. -/
theorem moments_eq_iff_carries (hA : A.IsSymm) (hB : B.IsSymm) (hv : Generates A v) :
    (∀ k < 2 * n, moment A v k = moment B w k) ↔
      ∃ Q : Matrix (Fin n) (Fin n) ℝ, Carries Q A B v w :=
  ⟨fun h => (existsUnique_carries hA hB hv h).exists, fun ⟨_, hQ⟩ k _ => hQ.moment_eq k⟩
```

Mirror images have the same scalars. If the unique Q has determinant −1, no proper rotation relates the two environments, and the scalars cannot tell them apart. That does no harm to an energy that is the same for mirror images, but a model of a property that changes sign between them, such as optical rotation, needs a further descriptor that is not invariant under reflection, such as det K, which changes sign.

## A rotation between two pairs with the same four numbers

The pairs in this section and the next are chosen for easy arithmetic. None of them can consist of the sum of r rᵀ and the sum of r over the same neighbours. Adding twice the unit matrix to every tensor gives pairs that can, with enough neighbours, and it changes neither the order up to which the scalars agree nor which orthogonal maps relate the environments.

Take n = 2 and, with matrices written row by row,

A = [0, 0; 0, 1], v = (1, 1),

B = [0.64, −0.48; −0.48, 0.36], w = (−0.2, 1.4).

Here Av = (0, 1) and Bw = (−0.8, 0.6). Both tensors satisfy A² = A and B² = B, so the scalars of orders 1, 2 and 3 coincide within each environment:

v·v = 2 and w·w = 0.04 + 1.96 = 2,

v·Av = 1 and w·Bw = 0.16 + 0.84 = 1.

The four numbers are 2, 1, 1, 1 in both cases; for normalised vectors they would be 1, 1/2, 1/2, 1/2. The Krylov matrices are

K = [1, 0; 1, 1], L = [−0.2, −0.8; 1.4, 0.6],

and with K⁻¹ = [1, 0; −1, 1] the map is

Q = LK⁻¹ = [0.6, −0.8; 0.8, 0.6].

This is a rotation by about 53 degrees. It sends v to (0.6 − 0.8, 0.8 + 0.6) = w, and QAQᵀ is the product of its second column (−0.8, 0.6) with itself, which is B.

## Two planar pairs that too little information confuses

For n = 2 the theorem asks for orders 0 to 3. Orders 0 to 2 are not enough, even when v and Av are independent. Take

A = [0, 1; 1, 0], B = [0, 1; 1, 1], v = w = (1, 0).

The scalars of orders 0 to 3 are 1, 0, 1, 0 for the first environment and 1, 0, 1, 1 for the second. Only the last differs, and since an orthogonal map would preserve it, there is none. The independence is immediate because K is the identity matrix. In Lean, `interval_cases k` runs through the three orders that agree, and `hQ.moment_eq 3` gives the contradiction.

```lean
/-- In two dimensions the descriptors of orders `0, 1, 2` do not suffice: they agree for these
two environments, the first of which has `v, A v` linearly independent, yet no orthogonal map
carries one to the other. -/
theorem last_moment_needed :
    Generates !![0, 1; 1, 0] ![1, 0] ∧
    (∀ k < 3, moment !![0, 1; 1, 0] ![1, 0] k = moment !![0, 1; 1, 1] ![1, 0] k) ∧
    ¬ ∃ Q, Carries Q !![0, 1; 1, 0] !![0, 1; 1, 1] ![1, 0] ![1, 0] := by
  refine ⟨?_, ?_, ?_⟩
  · have hK : krylov !![0, 1; 1, 0] ![1, 0] = 1 := by
      ext i j
      fin_cases i <;> fin_cases j <;>
        simp [krylov, Matrix.mulVec, dotProduct, Fin.sum_univ_two]
    rw [generates_iff_isUnit, hK]
    exact isUnit_one
  · intro k hk
    interval_cases k <;>
      simp [moment, pow_succ, Matrix.mulVec, dotProduct, Fin.sum_univ_two, Matrix.mul_apply]
  · -- the descriptor of order three tells them apart
    rintro ⟨Q, hQ⟩
    have h3 := hQ.moment_eq 3
    simp [moment, pow_succ, Matrix.mulVec, dotProduct, Fin.sum_univ_two,
      Matrix.mul_apply] at h3
```

Nor is it enough to replace independence by v ≠ 0, even if the scalars of all orders are known. Take

A = 0, B = [0, 0; 0, 1], v = w = (1, 0).

Both tensors annihilate the vector, so both environments have the scalars 1, 0, 0, … . Yet QAQᵀ = 0 for every Q, and this is not B. The second tensor acts only along a direction that the vector never probes. The Lean proof separates order 0 from the higher orders, and then compares the entry with both indices equal to 1 in the equation QAQᵀ = B.

```lean
/-- Without linear independence of `v, A v` the descriptors can fail: these two environments
agree in every order, yet no orthogonal map carries one to the other. -/
theorem independence_needed :
    (∀ k, moment 0 ![1, 0] k = moment !![0, 0; 0, 1] ![1, 0] k) ∧
    ¬ ∃ Q, Carries Q 0 !![0, 0; 0, 1] ![1, 0] ![1, 0] := by
  constructor
  · intro k
    have hB : (!![0, 0; 0, 1] : Matrix (Fin 2) (Fin 2) ℝ) *ᵥ ![1, 0] = 0 := by
      ext i
      fin_cases i <;> simp [Matrix.mulVec, dotProduct, Fin.sum_univ_two]
    cases k with
    | zero => simp [moment]
    | succ k =>
      rw [moment, moment, pow_succ, pow_succ, ← Matrix.mulVec_mulVec,
        ← Matrix.mulVec_mulVec, hB, Matrix.zero_mulVec, Matrix.mulVec_zero,
        Matrix.mulVec_zero]
  · rintro ⟨Q, -, -, hB⟩
    have h11 := congrFun (congrFun hB 1) 1
    simp at h11

end

end TensorVectorInvariants
```

```lean
#print axioms TensorVectorInvariants.moments_eq_iff_carries
-- 'TensorVectorInvariants.moments_eq_iff_carries' depends on axioms: [propext, Classical.choice, Quot.sound]
#print axioms TensorVectorInvariants.last_moment_needed
-- 'TensorVectorInvariants.last_moment_needed' depends on axioms: [propext, Classical.choice, Quot.sound]
#print axioms TensorVectorInvariants.independence_needed
-- 'TensorVectorInvariants.independence_needed' depends on axioms: [propext, Classical.choice, Quot.sound]
```
